# The p and d operators on a C³ radial function f(x·x), for traceless symmetric Q

## Can a p-d integral be obtained by differentiating the s-s one?

I have two s-type Gaussians, exp(−a|r−A|²) and exp(−b|r−B|²), with r the electron position, A and B the centres and a, b > 0 the exponents. An integral such as their overlap depends on the centres only through s = |A−B|², so I write it f(s). Differentiating a Gaussian with respect to its centre produces p and d functions, so the integral between a pure d function on A, with angular part given by a traceless symmetric matrix Q, and a p function on B along a vector v should follow from f'' and f''' alone. I would like to see the formula derived with its sign, the roles of "traceless" and "symmetric" made exact, and the whole thing machine-checked.

## From the Hessian of f(x·x) to the two-centre formula

It does follow, provided differentiation in A and B may be taken under the integral sign. That step is assumed here, and what is proved is the differential identity for f.

Let x be a point of ℝⁿ, F(x) = f(x·x), ∂_k the partial derivative in x_k and δ_ij the Kronecker symbol. All derivatives of f are evaluated at s = x·x. Along a line x + tu with direction u and real parameter t,

    (x + tu)·(x + tu) = x·x + 2t (u·x) + t² (u·u),

so by the chain rule F has slope 2 (u·x) f' at t = 0. Taking u along axis j gives ∂_j F = 2 x_j f', and the product rule gives

    ∂_i ∂_j F = 2 δ_ij f' + 4 x_i x_j f''.

Define D_Q = ∑ Q_ij ∂_i ∂_j. Contracting with any matrix Q,

    D_Q F = 4 (xᵀQx) f'' + 2 (tr Q) f'.

The trace term 2 (tr Q) f' is spherically symmetric (s-type). It is not the whole s-type part, since xᵀQx itself contains (tr Q/n) x·x, and both pieces are absent when tr Q = 0. Where f' ≠ 0 the trace term vanishes exactly when tr Q = 0. For traceless Q, differentiate 4 (xᵀQx) f'' along u. The quadratic form has slope uᵀQx + xᵀQu, which is 2 uᵀQx for symmetric Q, and f''(x·x) has slope 2 (u·x) f'''. Putting u along axis k, multiplying by v_k and summing over k,

    (v·∇) D_Q F = 8 (vᵀQx) f'' + 8 (v·x)(xᵀQx) f'''.

For two centres set R = A − B. A derivative in A is a derivative in R, and moving B by u moves R by −u, so with derivatives of f at R·R

    (v·∇_B) D_Q,A f(|A−B|²) = −[8 (vᵀQR) f'' + 8 (v·R)(RᵀQR) f'''].

A single Gaussian g(s) = exp(−as) has g'' = a² g, hence, for traceless Q, D_Q exp(−a x·x) = 4a² (xᵀQx) exp(−a x·x). In the same way v·∇_B exp(−b|r−B|²) = 2b v·(r−B) exp(−b|r−B|²). The integral between the unnormalised primitives (r−A)ᵀQ(r−A) exp(−a|r−A|²) and v·(r−B) exp(−b|r−B|²) is then the two-centre expression, with f the s-s integral, divided by 8a²b. In electronic-structure work this expresses a p-d matrix element through the s-s one, for single primitives and a rotation- and translation-invariant operator whose f is three times differentiable.

## The Lean file

```lean
import Mathlib

open Matrix

namespace SolidHarmonicGradient

noncomputable section

variable {n : Type*} [Fintype n] [DecidableEq n]

/-- The spherically symmetric function `F(x) = f(|x|²)`. -/
def radial (f : ℝ → ℝ) (x : n → ℝ) : ℝ := f (x ⬝ᵥ x)

/-- The Cartesian unit vector along axis `k`. -/
def axis (k : n) : n → ℝ := Pi.single k 1

/-- The derivative of `G` at `x` along the direction `u`. -/
def dirDeriv (u : n → ℝ) (G : (n → ℝ) → ℝ) (x : n → ℝ) : ℝ :=
  deriv (fun t : ℝ => G (x + t • u)) 0

/-- The partial derivative `∂_k G`. -/
def pd (k : n) (G : (n → ℝ) → ℝ) : (n → ℝ) → ℝ := dirDeriv (axis k) G

/-- The p-type differential operator `v·∇ = ∑ v_k ∂_k`. -/
def pOp (v : n → ℝ) (G : (n → ℝ) → ℝ) (x : n → ℝ) : ℝ := ∑ k, v k * pd k G x

/-- The second-order differential operator `∑ Q_ij ∂_i ∂_j`. -/
def dOp (Q : Matrix n n ℝ) (G : (n → ℝ) → ℝ) (x : n → ℝ) : ℝ :=
  ∑ i, ∑ j, Q i j * pd i (pd j G) x

/-- The tensor `diag(-1, -1, 2)` in three dimensions. -/
def dz2 : Matrix (Fin 3) (Fin 3) ℝ := !![-1, 0, 0; 0, -1, 0; 0, 0, 2]

variable {f f1 f2 f3 : ℝ → ℝ}

omit [DecidableEq n] in
/-- The dot product of two linearly displaced vectors has slope `u·y + x·w` at zero
displacement. -/
theorem hasDerivAt_dot (x u y w : n → ℝ) :
    HasDerivAt (fun t : ℝ => (x + t • u) ⬝ᵥ (y + t • w)) (u ⬝ᵥ y + x ⬝ᵥ w) 0 := by
  have h : (fun t : ℝ => (x + t • u) ⬝ᵥ (y + t • w))
      = fun t : ℝ => x ⬝ᵥ y + t * (u ⬝ᵥ y + x ⬝ᵥ w) + t * t * (u ⬝ᵥ w) := by
    funext t
    simp only [add_dotProduct, dotProduct_add, smul_dotProduct, dotProduct_smul, smul_eq_mul]
    ring
  rw [h]
  have h2 := (((hasDerivAt_id' (0 : ℝ)).mul_const (u ⬝ᵥ y + x ⬝ᵥ w)).const_add
    (x ⬝ᵥ y)).fun_add
    (((hasDerivAt_id' (0 : ℝ)).fun_mul (hasDerivAt_id' (0 : ℝ))).mul_const (u ⬝ᵥ w))
  exact h2.congr_deriv (by simp)

omit [DecidableEq n] in
/-- Chain rule: along `u`, the function `f(|x|²)` has slope `2 (u·x) f'(|x|²)`. -/
theorem hasDerivAt_radial (hf : ∀ s, HasDerivAt f (f1 s) s) (x u : n → ℝ) :
    HasDerivAt (fun t : ℝ => radial f (x + t • u)) (2 * (u ⬝ᵥ x) * f1 (x ⬝ᵥ x)) 0 := by
  have h := HasDerivAt.comp (0 : ℝ) (hf _) (hasDerivAt_dot x u x u)
  exact h.congr_deriv (by
    simp only [zero_smul, add_zero]
    rw [dotProduct_comm x u]
    ring)

/-- The Hessian of `f(|x|²)` is `∂_i ∂_j F = 2 δ_ij f' + 4 x_i x_j f''`. -/
theorem pd_pd_radial (hf : ∀ s, HasDerivAt f (f1 s) s) (hf1 : ∀ s, HasDerivAt f1 (f2 s) s)
    (i j : n) (x : n → ℝ) :
    pd i (pd j (radial f)) x
      = 2 * (if i = j then 1 else 0) * f1 (x ⬝ᵥ x) + 4 * x i * x j * f2 (x ⬝ᵥ x) := by
  have hax : ∀ (k : n) (y : n → ℝ), axis k ⬝ᵥ y = y k := by
    intro k y; simp [axis, single_dotProduct]
  have hδ : axis i j = if i = j then 1 else 0 := by
    by_cases h : i = j
    · subst h; simp [axis]
    · simp [axis, h, Ne.symm h]
  -- the gradient is `2 x_j f'`
  have h1 : pd j (radial f) = fun y : n → ℝ => 2 * y j * radial f1 y := by
    funext y
    have h := (hasDerivAt_radial hf y (axis j)).deriv
    rw [hax] at h
    exact h
  have a : HasDerivAt (fun t : ℝ => 2 * (x + t • axis i) j) (2 * axis i j) 0 := by
    simp only [Pi.add_apply, Pi.smul_apply, smul_eq_mul]
    exact ((((hasDerivAt_id' (0 : ℝ)).mul_const (axis i j)).const_add
      (x j)).const_mul 2).congr_deriv (by ring)
  -- product rule for the second derivative
  have b := (a.fun_mul (hasDerivAt_radial hf1 x (axis i))).deriv
  rw [h1]
  refine Eq.trans b ?_
  simp only [zero_smul, add_zero, hax, radial]
  rw [hδ]
  ring

/-- For any matrix `Q`, `∑ Q_ij ∂_i ∂_j F = 4 (xᵀQx) f'' + 2 (tr Q) f'`. -/
theorem dOp_radial (hf : ∀ s, HasDerivAt f (f1 s) s) (hf1 : ∀ s, HasDerivAt f1 (f2 s) s)
    (Q : Matrix n n ℝ) (x : n → ℝ) :
    dOp Q (radial f) x = 4 * (x ⬝ᵥ Q *ᵥ x) * f2 (x ⬝ᵥ x) + 2 * Q.trace * f1 (x ⬝ᵥ x) := by
  have h : ∀ (a b : ℝ) (i : n),
      ∑ j, Q i j * (2 * (if i = j then 1 else 0) * a + 4 * x i * x j * b)
        = 4 * b * (x i * (Q *ᵥ x) i) + 2 * a * Q i i := by
    intro a b i
    have e : ∀ j, Q i j * (2 * (if i = j then 1 else 0) * a + 4 * x i * x j * b)
        = 4 * b * (x i * (Q i j * x j)) + (if i = j then 2 * a * Q i j else 0) := by
      intro j; split_ifs <;> ring
    simp only [e, Finset.sum_add_distrib, Finset.sum_ite_eq, Finset.mem_univ, if_true,
      ← Finset.mul_sum]
    rfl
  unfold dOp
  simp only [pd_pd_radial hf hf1, h, Finset.sum_add_distrib, ← Finset.mul_sum]
  simp only [dotProduct, Matrix.trace, Matrix.diag]
  ring

/-- At a point where `f' ≠ 0`, `∑ Q_ij ∂_i ∂_j F` equals `4 (xᵀQx) f''` exactly when `Q` is
traceless. -/
theorem dOp_radial_iff_traceless (hf : ∀ s, HasDerivAt f (f1 s) s)
    (hf1 : ∀ s, HasDerivAt f1 (f2 s) s) (Q : Matrix n n ℝ) (x : n → ℝ)
    (hx : f1 (x ⬝ᵥ x) ≠ 0) :
    dOp Q (radial f) x = 4 * (x ⬝ᵥ Q *ᵥ x) * f2 (x ⬝ᵥ x) ↔ Q.trace = 0 := by
  rw [dOp_radial hf hf1]
  constructor
  · intro h
    have h0 : Q.trace * f1 (x ⬝ᵥ x) = 0 := by linarith
    exact (mul_eq_zero.mp h0).resolve_right hx
  · intro h
    rw [h]; ring

/-- For traceless symmetric `Q`, the derivative of `∑ Q_ij ∂_i ∂_j F` along `u` is
`8 (uᵀQx) f'' + 8 (u·x)(xᵀQx) f'''`. -/
theorem dirDeriv_dOp (hf : ∀ s, HasDerivAt f (f1 s) s) (hf1 : ∀ s, HasDerivAt f1 (f2 s) s)
    (hf2 : ∀ s, HasDerivAt f2 (f3 s) s) {Q : Matrix n n ℝ} (hQ : Q.IsSymm)
    (ht : Q.trace = 0) (u x : n → ℝ) :
    dirDeriv u (dOp Q (radial f)) x
      = 8 * (u ⬝ᵥ Q *ᵥ x) * f2 (x ⬝ᵥ x) + 8 * (u ⬝ᵥ x) * (x ⬝ᵥ Q *ᵥ x) * f3 (x ⬝ᵥ x) := by
  have h1 : dOp Q (radial f) = fun y : n → ℝ => 4 * (y ⬝ᵥ Q *ᵥ y) * radial f2 y := by
    funext y
    rw [dOp_radial hf hf1, ht]
    simp [radial]
  have a : HasDerivAt (fun t : ℝ => (x + t • u) ⬝ᵥ Q *ᵥ (x + t • u))
      (u ⬝ᵥ Q *ᵥ x + x ⬝ᵥ Q *ᵥ u) 0 := by
    simpa only [mulVec_add, mulVec_smul] using hasDerivAt_dot x u (Q *ᵥ x) (Q *ᵥ u)
  -- symmetry of `Q` merges the two cross terms
  have hs : x ⬝ᵥ Q *ᵥ u = u ⬝ᵥ Q *ᵥ x := by
    rw [Matrix.dotProduct_mulVec, ← Matrix.mulVec_transpose, hQ.eq, dotProduct_comm]
  have b := ((a.const_mul 4).fun_mul (hasDerivAt_radial hf2 x u)).deriv
  rw [h1]
  refine Eq.trans b ?_
  simp only [zero_smul, add_zero, hs, radial]
  ring

/-- For `f` of class `C³`, traceless symmetric `Q` and `F = f(|x|²)`: `∑ Q_ij ∂_i ∂_j F =
4 (xᵀQx) f''`, and `v·∇` applied to it gives `8 (vᵀQx) f'' + 8 (v·x)(xᵀQx) f'''`. -/
theorem pOp_dOp_radial (hf : ContDiff ℝ 3 f) {Q : Matrix n n ℝ} (hQ : Q.IsSymm)
    (ht : Q.trace = 0) (v x : n → ℝ) :
    dOp Q (radial f) x = 4 * (x ⬝ᵥ Q *ᵥ x) * iteratedDeriv 2 f (x ⬝ᵥ x) ∧
    pOp v (dOp Q (radial f)) x = 8 * (v ⬝ᵥ Q *ᵥ x) * iteratedDeriv 2 f (x ⬝ᵥ x)
      + 8 * (v ⬝ᵥ x) * (x ⬝ᵥ Q *ᵥ x) * iteratedDeriv 3 f (x ⬝ᵥ x) := by
  have hd : ∀ m : ℕ, m < 3 → ∀ s,
      HasDerivAt (iteratedDeriv m f) (iteratedDeriv (m + 1) f s) s := by
    intro m hm s
    rw [iteratedDeriv_succ]
    exact (hf.differentiable_iteratedDeriv m (by exact_mod_cast hm) s).hasDerivAt
  have h0 : ∀ s, HasDerivAt f (iteratedDeriv 1 f s) s := by
    have h := hd 0 (by norm_num)
    rwa [iteratedDeriv_zero] at h
  have h1 : ∀ s, HasDerivAt (iteratedDeriv 1 f) (iteratedDeriv 2 f s) s := hd 1 (by norm_num)
  have h2 : ∀ s, HasDerivAt (iteratedDeriv 2 f) (iteratedDeriv 3 f s) s := hd 2 (by norm_num)
  have hax : ∀ (k : n) (y : n → ℝ), axis k ⬝ᵥ y = y k := by
    intro k y; simp [axis, single_dotProduct]
  have key : ∀ (w y : n → ℝ) (b c d : ℝ), ∑ k, v k * (8 * w k * b + 8 * y k * c * d)
      = 8 * (v ⬝ᵥ w) * b + 8 * (v ⬝ᵥ y) * c * d := by
    intro w y b c d
    simp only [dotProduct, Finset.mul_sum, Finset.sum_mul, ← Finset.sum_add_distrib]
    exact Finset.sum_congr rfl fun k _ => by ring
  constructor
  · rw [dOp_radial h0 h1, ht]; ring
  · unfold pOp pd
    simp only [dirDeriv_dOp h0 h1 h2 hQ ht, hax]
    exact key _ _ _ _ _

/-- Two-centre form: `∑ Q_ij ∂_i ∂_j` in centre `A` and `v·∇` in centre `B`, acting on
`f(|A - B|²)`, give `-(8 (vᵀQR) f'' + 8 (v·R)(RᵀQR) f''')` with `R = A - B`. -/
theorem two_centre_pd (hf : ∀ s, HasDerivAt f (f1 s) s) (hf1 : ∀ s, HasDerivAt f1 (f2 s) s)
    (hf2 : ∀ s, HasDerivAt f2 (f3 s) s) {Q : Matrix n n ℝ} (hQ : Q.IsSymm)
    (ht : Q.trace = 0) (v A B : n → ℝ) :
    pOp v (fun B' => dOp Q (fun A' => radial f (A' - B')) A) B
      = -(8 * (v ⬝ᵥ Q *ᵥ (A - B)) * f2 ((A - B) ⬝ᵥ (A - B))
        + 8 * (v ⬝ᵥ (A - B)) * ((A - B) ⬝ᵥ Q *ᵥ (A - B)) * f3 ((A - B) ⬝ᵥ (A - B))) := by
  have hax : ∀ (k : n) (y : n → ℝ), axis k ⬝ᵥ y = y k := by
    intro k y; simp [axis, single_dotProduct]
  -- derivatives in `A` commute with the shift by `B`
  have t1 : ∀ (G : (n → ℝ) → ℝ) (C u : n → ℝ),
      dirDeriv u (fun A' => G (A' - C)) = fun A' => dirDeriv u G (A' - C) := by
    intro G C u
    funext A'
    simp only [dirDeriv, add_sub_right_comm]
  have t2 : ∀ C : n → ℝ,
      dOp Q (fun A' => radial f (A' - C)) A = dOp Q (radial f) (A - C) := by
    intro C
    have e : ∀ u w : n → ℝ, dirDeriv u (dirDeriv w (fun A' => radial f (A' - C))) A
        = dirDeriv u (dirDeriv w (radial f)) (A - C) := by
      intro u w
      rw [t1 (radial f) C w, t1 (dirDeriv w (radial f)) C u]
    unfold dOp pd
    simp only [e]
  -- a displacement of `B` is the opposite displacement of `A - B`
  have t3 : ∀ u : n → ℝ, dirDeriv u (fun B' => dOp Q (radial f) (A - B')) B
      = dirDeriv (-u) (dOp Q (radial f)) (A - B) := by
    intro u
    have e : ∀ t : ℝ, A - (B + t • u) = A - B + t • (-u) := by
      intro t; rw [smul_neg]; abel
    simp only [dirDeriv, e]
  have key : ∀ (w y : n → ℝ) (b c d : ℝ), ∑ k, v k * (8 * -(w k) * b + 8 * -(y k) * c * d)
      = -(8 * (v ⬝ᵥ w) * b + 8 * (v ⬝ᵥ y) * c * d) := by
    intro w y b c d
    simp only [dotProduct, Finset.mul_sum, Finset.sum_mul, ← Finset.sum_add_distrib,
      ← Finset.sum_neg_distrib]
    exact Finset.sum_congr rfl fun k _ => by ring
  simp only [t2]
  unfold pOp pd
  simp only [t3, dirDeriv_dOp hf hf1 hf2 hQ ht, neg_dotProduct, hax]
  exact key _ _ _ _ _

/-- For traceless `Q`, `∑ Q_ij ∂_i ∂_j exp(-a|x|²) = 4a² (xᵀQx) exp(-a|x|²)`. -/
theorem dOp_gaussian (a : ℝ) {Q : Matrix n n ℝ} (ht : Q.trace = 0) (x : n → ℝ) :
    dOp Q (radial fun s => Real.exp (-a * s)) x
      = 4 * a ^ 2 * (x ⬝ᵥ Q *ᵥ x) * Real.exp (-a * (x ⬝ᵥ x)) := by
  have h0 : ∀ s : ℝ, HasDerivAt (fun s => Real.exp (-a * s)) (-a * Real.exp (-a * s)) s :=
    fun s => (((hasDerivAt_id' s).const_mul (-a)).exp).congr_deriv (by ring)
  have h := dOp_radial (f1 := fun s => -a * Real.exp (-a * s))
    (f2 := fun s => -a * (-a * Real.exp (-a * s))) h0 (fun s => (h0 s).const_mul (-a)) Q x
  rw [h, ht]
  simp only [mul_zero, zero_mul, add_zero]
  ring

/-- The tensor `diag(-1, -1, 2)` is symmetric and traceless, with quadratic form
`2z² - x² - y²`. -/
theorem traceless_symm_witness :
    dz2.IsSymm ∧ dz2.trace = 0 ∧
      ∀ x : Fin 3 → ℝ, x ⬝ᵥ dz2 *ᵥ x = 2 * x 2 ^ 2 - x 0 ^ 2 - x 1 ^ 2 := by
  refine ⟨?_, ?_, fun x => ?_⟩
  · ext i j
    fin_cases i <;> fin_cases j <;> simp [dz2]
  · rw [Matrix.trace_fin_three]
    simp [dz2]
    all_goals norm_num
  · simp only [dotProduct, mulVec, Fin.sum_univ_three]
    simp [dz2]
    all_goals ring

end

end SolidHarmonicGradient
```

```lean
#print axioms SolidHarmonicGradient.dOp_radial_iff_traceless
#print axioms SolidHarmonicGradient.pOp_dOp_radial
#print axioms SolidHarmonicGradient.two_centre_pd
#print axioms SolidHarmonicGradient.dOp_gaussian
```

```
'SolidHarmonicGradient.dOp_radial_iff_traceless' depends on axioms: [propext, Classical.choice, Quot.sound]
'SolidHarmonicGradient.pOp_dOp_radial' depends on axioms: [propext, Classical.choice, Quot.sound]
'SolidHarmonicGradient.two_centre_pd' depends on axioms: [propext, Classical.choice, Quot.sound]
'SolidHarmonicGradient.dOp_gaussian' depends on axioms: [propext, Classical.choice, Quot.sound]
```

## What the definitions and theorems say

Points are functions `n → ℝ` on a finite index type, and |x|² is `x ⬝ᵥ x`, so the axes are Cartesian and orthonormal. `radial f` is F. `dirDeriv u G x` is the derivative of t ↦ G(x + tu) at 0, `pd k` takes u = `axis k`, `pOp v` is ∑ v_k ∂_k and `dOp Q` is D_Q, with ∂_j acting first. The expression `v ⬝ᵥ Q *ᵥ x` is vᵀQx. Mathlib's `deriv` returns 0 for a non-differentiable function, but every derivative evaluated in these proofs comes from a `HasDerivAt` statement, so the values are true derivatives.

`pOp_dOp_radial` assumes `ContDiff ℝ 3 f`, `Q.IsSymm` and `Q.trace = 0`, and gives both one-centre formulas at every x and v, with f'' and f''' as `iteratedDeriv 2 f` and `iteratedDeriv 3 f`. The Laplacian of xᵀQx is 2 tr Q for any Q, so zero trace alone makes the form harmonic, that is, in three dimensions a pure d angular part. Symmetry costs no generality, since xᵀQx depends only on the symmetric part of Q. It makes Q unique for a given form and lets the two cross terms be written as 2 vᵀQx. `two_centre_pd` also requires Q to be symmetric and traceless, which its docstring leaves unsaid. It takes functions `f1`, `f2`, `f3` as successive derivatives of f at every real s, with no continuity asked of `f3`, and fixes the sign convention: d operator on A, p operator on B, R = A − B, overall minus sign. `dOp_gaussian` holds for any real a and needs only the trace condition. The dimension is arbitrary. In one dimension a traceless Q is zero and both sides vanish.

`traceless_symm_witness` supplies Q = diag(−1, −1, 2), with form 2z² − x² − y² where x, y, z now stand for `x 0`, `x 1`, `x 2`. This tensor is unnormalised: multiplying the form by √(5/(16π)) gives x² + y² + z² times the unit-normalised spherical harmonic Y₂₀, and since the formulas are linear in Q the factor carries through.

The file contains no integral. The interchange of derivative and integral, the p-Gaussian identity, the resulting divisor 8a²b, the normalisation just given and the two closing discussions are commentary that goes beyond the checked statements. The theorems assume the derivatives of f (three of them for the third-order formulas) on all of ℝ, including s ≤ 0, although only values s = x·x ≥ 0 enter F. The three-dimensional overlap f(s) = (π/(a+b))^(3/2) exp(−ab s/(a+b)) qualifies, while the point-charge potential 1/√s does not.

## How the lemmas follow the derivation

`hasDerivAt_dot` expands (x + tu)·(y + tw) as a polynomial in t and reads off the slope u·y + x·w. `hasDerivAt_radial` composes this with f by `HasDerivAt.comp`. In `pd_pd_radial`, step `h1` states ∂_j F = 2 y_j f'(y·y) as an equality of functions of y, which is what allows a second differentiation, and `fun_mul` is the product rule. `dOp_radial` collapses the Kronecker sum with `Finset.sum_ite_eq` into the trace, and `dOp_radial_iff_traceless` cancels the nonzero f' in (tr Q) f' = 0.

`dirDeriv_dOp` rewrites D_Q F as the function 4 (yᵀQy) f''(y·y), obtains the slope of the quadratic form from `hasDerivAt_dot` applied to x and Qx, and uses symmetry only in `hs`, which says xᵀQu = uᵀQx. `pOp_dOp_radial` extracts the three `HasDerivAt` statements from C³ in `hd` and sums over k in `key`. In `two_centre_pd`, `t1` and `t2` move the shift by B through the derivatives in A, and `t3` turns a displacement u of B into −u of R, which is the source of the sign. `dOp_gaussian` inserts f' = −a f and f'' = a² f into `dOp_radial`.

## A non-symmetric Q breaks the third-order formula

Take two dimensions with indices 0 and 1, let Q₀₁ = 1 be the only nonzero entry, so that tr Q = 0, and let f(s) = s², so f'' = 2 and f''' = 0. Then D_Q F = ∂₀∂₁ (x₀² + x₁²)² = 8 x₀x₁, in agreement with 4 (xᵀQx) f''. For v = (1, 0) the true derivative is 8 x₁, while 8 (vᵀQx) f'' = 16 x₁. The two cross terms vᵀQx = x₁ and xᵀQv = 0 are no longer equal.

## Euclidean space and Fréchet derivatives

The statement can also be set on `EuclideanSpace ℝ n` with F(x) = f(‖x‖²) and the operators taken from the second and third Fréchet derivatives. The norm there is Euclidean, whereas on `n → ℝ` Mathlib's norm is the maximum norm, which is why the file writes the dot product. For C³ f the values would be the same, but the proof would have to establish differentiability of F in all variables jointly, where line derivatives reduce every step to one-variable calculus.
